# Gaussian-smeared contact values on the Dirac 1s density of a point nucleus diverge as the Gaussian narrows

## The smeared contact value

Let $x$ be a position in three-dimensional space, with the nucleus at the origin, and let $r=|x|$. For an exponent $a>0$ the normalized Gaussian is

$$G_a(x)=\left(\frac{a}{\pi}\right)^{3/2}e^{-ar^2}.$$

The smeared contact value of a density $\rho$ is its average over this Gaussian,

$$C_a[\rho]=\int \rho(x)\,G_a(x)\,d^3x .$$

As $a$ grows, $G_a$ contracts onto the nucleus and takes the role of the delta function in the non-relativistic contact operator.

Two densities are needed. The first is the pure power $r^{2g-2}$, with a real parameter $g$. The second is the Dirac 1s density of a one-electron atom with a point nucleus of charge $Z$, in atomic units:

$$\rho_{1s}(x)=r^{2g-2}e^{-2Zr},\qquad g>0,\qquad g^2+(Z\alpha)^2=1,$$

where $\alpha$ is the fine-structure constant. The condition on $g$ comes from the Dirac equation close to the nucleus, where the kinetic term has to balance the Coulomb attraction. The density is left unnormalized; its normalized form carries the positive factor $(2Z)^{2g+1}/(4\pi\,\Gamma(2g+1))$, which does not affect a divergence.

## The average of a power and its growth

The claim is that, for $a>0$ and $g>-\tfrac12$,

$$C_a[r^{2g-2}]=\frac{2}{\sqrt\pi}\,\Gamma\!\left(g+\tfrac12\right)a^{1-g},$$

and that this tends to infinity with $a$ when $g<1$.

A spherical shell of radius $r$ has area $4\pi r^2$, so for $p,b>0$

$$\int r^{2g-2}e^{-br^p}\,d^3x=4\pi\int_0^\infty r^{2g}e^{-br^p}\,dr .$$

Substitute $t=br^p$, so that $r=(t/b)^{1/p}$ and $dr=\frac1p\,b^{-1/p}\,t^{1/p-1}\,dt$. The right-hand side becomes

$$\frac{4\pi}{p}\,b^{-(2g+1)/p}\int_0^\infty t^{(2g+1)/p-1}e^{-t}\,dt=\frac{4\pi}{p}\,b^{-(2g+1)/p}\,\Gamma\!\left(\frac{2g+1}{p}\right).$$

Convergence at the origin requires $2g+1>0$. With $p=2$, $b=a$ and the Gaussian prefactor,

$$C_a[r^{2g-2}]=\frac{a^{3/2}}{\pi^{3/2}}\cdot 2\pi\,a^{-g-1/2}\,\Gamma\!\left(g+\tfrac12\right),$$

which is the claimed formula. At $g=1$ the power is constant, and $\Gamma(\tfrac32)=\sqrt\pi/2$ gives the value $1$, the normalization of $G_a$. For $g<1$ the coefficient is positive and so is the exponent $1-g$; hence the divergence.

## From the power to the Dirac density

Let $\rho\ge 0$ be integrable, with $\rho\ge c\,r^{2g-2}$ for $0<r<R$, where $c,R>0$ and $-\tfrac12<g<1$. Then for all $r>0$

$$\rho\ \ge\ c\left(r^{2g-2}-R^{2g-2}\right).$$

For $r<R$ a positive quantity has been subtracted from the assumed bound. For $r\ge R$ the right-hand side is not positive, because the power decreases with $r$. The contact value of $\rho$ is finite, since $G_a\le(a/\pi)^{3/2}$. Averaging the inequality over the normalized Gaussian gives

$$C_a[\rho]\ \ge\ c\left(C_a[r^{2g-2}]-R^{2g-2}\right)\to\infty .$$

For $\rho_{1s}$, the condition $g^2=1-(Z\alpha)^2$ gives $g<1$. The moment formula with $p=1$ and $b=2Z$ gives a finite integral. For $r<1$ we have $e^{-2Zr}\ge e^{-2Z}$, so the lower bound holds with $c=e^{-2Z}$ and $R=1$.

For a contact-type property evaluated from the electron density this means that, in the one-electron, point-nucleus model, sharpening the smeared non-relativistic operator on the Dirac 1s density does not lead to a finite value.

## The formal development

The file works over Mathlib's real analysis and measure theory.

```lean
import Mathlib

open Real MeasureTheory Filter

namespace RelativisticContact

noncomputable section
```

Space is the Euclidean space of dimension three, so integrals over it are ordinary volume integrals and `‖x‖` is the distance $r$ from the nucleus.

```lean
/-- Three-dimensional position space, with the nucleus at the origin. -/
abbrev Space := EuclideanSpace ℝ (Fin 3)
```

The Gaussian takes its exponent as the first argument. The definition accepts any real `a`; the theorems assume `0 < a` or take the limit of large `a`.

```lean
/-- The Gaussian `(a/π)^(3/2) exp(-a r²)`, for an exponent `a > 0`. -/
def gaussian (a : ℝ) (x : Space) : ℝ := (a / π) ^ (3 / 2 : ℝ) * exp (-a * ‖x‖ ^ 2)
```

The contact value $C_a[\rho]$ is `contact a ρ`. The operator is thus represented by its smeared form, with `a` the exponent of the smearing function. No basis-set expansion of the density enters.

```lean
/-- The contact value of a density `ρ`, smeared by the Gaussian of exponent `a`. -/
def contact (a : ℝ) (ρ : Space → ℝ) : ℝ := ∫ x, ρ x * gaussian a x
```

The power is a model of the behaviour near the nucleus. It is not integrable over all space, and only its product with the Gaussian is integrated.

```lean
/-- The power-law density `r^(2g-2)`, meant away from the nucleus, `r > 0`. -/
def powerDensity (g : ℝ) (x : Space) : ℝ := ‖x‖ ^ (2 * g - 2)
```

The Dirac density is written down as a formula; the Dirac equation is not solved in the file. The parameters `g` and `Z` are independent here and are tied together only by a hypothesis of the last theorem.

```lean
/-- The unnormalized Dirac 1s density `r^(2g-2) exp(-2Zr)` of a point nucleus in atomic
units, meant away from the nucleus, `r > 0`. -/
def dirac1sDensity (g Z : ℝ) (x : Space) : ℝ :=
  ‖x‖ ^ (2 * g - 2) * exp (-(2 * Z) * ‖x‖)
```

The first lemma is the shell formula. Mathlib's general result contains the dimension times the volume of the unit ball, here $3\cdot\frac{4\pi}{3}=4\pi$.

```lean
/-- The volume integral of a radial function is `4π` times its radial integral with
weight `r²`. -/
theorem radial_integral (f : ℝ → ℝ) :
    ∫ x : Space, f ‖x‖ = 4 * π * ∫ r in Set.Ioi (0 : ℝ), r ^ 2 * f r := by
  have h := integral_fun_norm_addHaar (μ := (volume : Measure Space)) (f := f)
  have hv : (volume : Measure Space).real (Metric.ball 0 1) = π * 4 / 3 := by
    rw [Measure.real, EuclideanSpace.volume_ball_fin_three, ENNReal.ofReal_one, one_pow,
      one_mul, ENNReal.toReal_ofReal (by positivity)]
  rw [h, hv]
  simp only [finrank_euclideanSpace_fin, smul_eq_mul, nsmul_eq_mul, Nat.reduceSub]
  push_cast
  ring
```

The next lemma is the moment formula with general $p$ and $b$. The step `e` absorbs the $r^2$ of the volume element into the power, and the Mathlib lemma `integral_rpow_mul_exp_neg_mul_rpow` does the substitution that leads to the Gamma function.

```lean
/-- The space integral of `r^(2g-2) exp(-b r^p)` is a Gamma function, for `p, b > 0` and
`g > -1/2`. -/
theorem radial_moment {p b g : ℝ} (hp : 0 < p) (hb : 0 < b) (hg : -1 / 2 < g) :
    ∫ x : Space, ‖x‖ ^ (2 * g - 2) * exp (-b * ‖x‖ ^ p) =
      4 * π * (b ^ (-(2 * g + 1) / p) * (1 / p) * Real.Gamma ((2 * g + 1) / p)) := by
  refine (radial_integral (fun r => r ^ (2 * g - 2) * exp (-b * r ^ p))).trans ?_
  rw [← integral_rpow_mul_exp_neg_mul_rpow (q := 2 * g) hp (by linarith) hb]
  congr 1
  refine setIntegral_congr_fun measurableSet_Ioi fun r hr => ?_
  have hr' : 0 < r := hr
  -- the volume element raises the power by two
  have e : r ^ (2 * g) = r ^ 2 * r ^ (2 * g - 2) := by
    rw [← rpow_natCast r 2, ← rpow_add hr']
    congr 1
    push_cast
    ring
  simp only [e]
  ring
```

The closed formula for the Gaussian average follows with `p = 2`. In the proof, `h` takes the prefactor out of the integral, `hA` and `hP` split the powers of $a$ and $\pi$, and `key` carries out the final cancellation.

```lean
/-- The Gaussian average of `r^(2g-2)` is `(2/√π) Γ(g+1/2) a^(1-g)`, for `a > 0` and
`g > -1/2`. -/
theorem contact_power {a g : ℝ} (ha : 0 < a) (hg : -1 / 2 < g) :
    contact a (powerDensity g) = 2 / √π * Real.Gamma (g + 1 / 2) * a ^ (1 - g) := by
  have h : contact a (powerDensity g) = (a / π) ^ (3 / 2 : ℝ) *
      ∫ x : Space, ‖x‖ ^ (2 * g - 2) * exp (-a * ‖x‖ ^ (2 : ℝ)) := by
    unfold contact
    rw [← integral_const_mul]
    refine integral_congr_ae (ae_of_all _ fun x => ?_)
    simp only [powerDensity, gaussian, rpow_two]
    ring
  have hG : (2 * g + 1) / 2 = g + 1 / 2 := by ring
  have hA : a ^ (1 - g) = a ^ (3 / 2 : ℝ) * a ^ (-(2 * g + 1) / 2) := by
    rw [← rpow_add ha]
    congr 1
    ring
  have hP : π ^ (3 / 2 : ℝ) = π * √π := by
    rw [sqrt_eq_rpow, show (3 / 2 : ℝ) = 1 + 1 / 2 by norm_num, rpow_add pi_pos, rpow_one]
  have key : ∀ A B G s p : ℝ, s ≠ 0 → p ≠ 0 →
      A / (p * s) * (4 * p * (B * (1 / 2) * G)) = 2 / s * G * (A * B) := by
    intro A B G s p hs hp
    field_simp
    ring
  rw [h, radial_moment two_pos ha hg, div_rpow ha.le pi_pos.le, hP, hG, hA]
  exact key _ _ _ _ _ (sqrt_pos.2 pi_pos).ne' pi_pos.ne'
```

Normalization is the case `g = 1`, with $\Gamma(\tfrac32)$ obtained from $\Gamma(\tfrac12)=\sqrt\pi$.

```lean
/-- The Gaussian integrates to one over space, for `a > 0`. -/
theorem gaussian_normalized {a : ℝ} (ha : 0 < a) : ∫ x, gaussian a x = 1 := by
  have h := contact_power (g := 1) ha (by norm_num)
  have hG : Real.Gamma (1 + 1 / 2) = √π / 2 := by
    rw [add_comm, Real.Gamma_add_one (by norm_num), Real.Gamma_one_half_eq]
    ring
  have e : ∀ x, powerDensity 1 x * gaussian a x = gaussian a x := by
    intro x
    simp [powerDensity]
  have hs : √π ≠ 0 := (sqrt_pos.2 pi_pos).ne'
  simp only [contact, e] at h
  rw [h, hG, sub_self, rpow_zero]
  field_simp
```

In the divergence statement, `Tendsto … atTop atTop` says that the contact value eventually exceeds every bound as `a` grows. The proof takes the limit of the closed formula, which holds for all `a > 0` and therefore for all sufficiently large `a`.

```lean
/-- The Gaussian average of `r^(2g-2)` tends to infinity with the exponent, for
`-1/2 < g < 1`. -/
theorem contact_power_diverges {g : ℝ} (hg : -1 / 2 < g) (hg1 : g < 1) :
    Tendsto (fun a => contact a (powerDensity g)) atTop atTop := by
  have hc : 0 < 2 / √π * Real.Gamma (g + 1 / 2) :=
    mul_pos (div_pos two_pos (sqrt_pos.2 pi_pos)) (Real.Gamma_pos_of_pos (by linarith))
  refine (Tendsto.const_mul_atTop hc
    (tendsto_rpow_atTop (show 0 < 1 - g by linarith))).congr' ?_
  filter_upwards [eventually_gt_atTop 0] with a ha
  exact (contact_power ha hg).symm
```

For a general density one first needs a finite contact value. The proof bounds the integrand by $|\rho|$ times the height of the Gaussian at the nucleus.

```lean
/-- An integrable density stays integrable when weighted by a Gaussian with `a > 0`. -/
theorem integrable_mul_gaussian {ρ : Space → ℝ} (hρ : Integrable ρ) {a : ℝ} (ha : 0 < a) :
    Integrable (fun x => ρ x * gaussian a x) := by
  have hcont : Continuous (gaussian a) := by
    show Continuous fun x : Space => (a / π) ^ (3 / 2 : ℝ) * exp (-a * ‖x‖ ^ 2)
    exact continuous_const.mul (by fun_prop)
  have hA : 0 ≤ (a / π) ^ (3 / 2 : ℝ) := rpow_nonneg (div_pos ha pi_pos).le _
  refine (hρ.norm.mul_const ((a / π) ^ (3 / 2 : ℝ))).mono'
    (hρ.aestronglyMeasurable.mul hcont.aestronglyMeasurable) (ae_of_all _ fun x => ?_)
  show ‖ρ x * gaussian a x‖ ≤ ‖ρ x‖ * (a / π) ^ (3 / 2 : ℝ)
  rw [norm_mul, gaussian, Real.norm_of_nonneg (mul_nonneg hA (exp_pos _).le)]
  -- the Gaussian is largest at the nucleus
  refine mul_le_mul_of_nonneg_left (mul_le_of_le_one_right hA (exp_le_one_iff.2 ?_))
    (norm_nonneg _)
  have := mul_nonneg ha.le (sq_nonneg ‖x‖)
  linarith
```

The general theorem has the hypotheses of the hand argument: `hρ` is integrability, `h0` is non-negativity, and `hnear` is the lower bound near the nucleus. The bound in all of space is `hlow`, proved separately at the origin, inside radius `R` and beyond it. Lean assigns the value zero both to a negative power of zero and to an integral that does not converge: the first settles the origin, and the second means that an integral with a non-zero value must converge, which is how `hG` and `hi` are obtained. The final `calc` block averages the inequality.

```lean
/-- The smeared contact value tends to infinity with the Gaussian exponent for every
integrable non-negative density that is at least `c r^(2g-2)` for `0 < r < R`, where
`c, R > 0` and `-1/2 < g < 1`. -/
theorem contact_diverges {ρ : Space → ℝ} (hρ : Integrable ρ) (h0 : ∀ x, 0 ≤ ρ x)
    {g c R : ℝ} (hg : -1 / 2 < g) (hg1 : g < 1) (hc : 0 < c) (hR : 0 < R)
    (hnear : ∀ x, 0 < ‖x‖ → ‖x‖ < R → c * ‖x‖ ^ (2 * g - 2) ≤ ρ x) :
    Tendsto (fun a => contact a ρ) atTop atTop := by
  have hcR : 0 < c * R ^ (2 * g - 2) := mul_pos hc (rpow_pos_of_pos hR _)
  -- a lower bound that holds in all of space
  have hlow : ∀ x, c * (powerDensity g x - R ^ (2 * g - 2)) ≤ ρ x := by
    intro x
    rcases (norm_nonneg x).eq_or_lt with h | h
    · have hz : powerDensity g x = 0 := by
        rw [powerDensity, ← h, zero_rpow (ne_of_lt (by linarith))]
      rw [hz]
      linarith [h0 x]
    · rcases lt_or_ge ‖x‖ R with h' | h'
      · have := hnear x h h'
        unfold powerDensity
        linarith
      · have hp : powerDensity g x ≤ R ^ (2 * g - 2) :=
          Real.rpow_le_rpow_of_nonpos hR h' (by linarith)
        linarith [h0 x, mul_nonneg hc.le (sub_nonneg.2 hp)]
  have hlim : Tendsto (fun a => c * (contact a (powerDensity g) - R ^ (2 * g - 2)))
      atTop atTop :=
    Tendsto.const_mul_atTop hc
      (tendsto_atTop_add_const_right _ (-R ^ (2 * g - 2)) (contact_power_diverges hg hg1))
  refine tendsto_atTop_mono' _ ?_ hlim
  filter_upwards [eventually_gt_atTop 0] with a ha
  -- integrals with a non-zero value are convergent
  have hG : Integrable (gaussian a) := by
    by_contra hn
    have h1 := gaussian_normalized ha
    rw [integral_undef hn] at h1
    exact zero_ne_one h1
  have hi : Integrable (fun x => powerDensity g x * gaussian a x) := by
    by_contra hn
    have h1 : contact a (powerDensity g) = 0 := integral_undef hn
    rw [contact_power ha hg] at h1
    exact (mul_pos (mul_pos (div_pos two_pos (sqrt_pos.2 pi_pos))
      (Real.Gamma_pos_of_pos (by linarith))) (rpow_pos_of_pos ha _)).ne' h1
  calc c * (contact a (powerDensity g) - R ^ (2 * g - 2))
      = ∫ x, c * (powerDensity g x * gaussian a x - R ^ (2 * g - 2) * gaussian a x) := by
        rw [integral_const_mul, integral_sub hi (hG.const_mul _), integral_const_mul,
          gaussian_normalized ha, mul_one]
        rfl
    _ ≤ ∫ x, ρ x * gaussian a x := by
        refine integral_mono ((hi.sub (hG.const_mul _)).const_mul c)
          (integrable_mul_gaussian hρ ha) fun x => ?_
        show c * (powerDensity g x * gaussian a x - R ^ (2 * g - 2) * gaussian a x)
          ≤ ρ x * gaussian a x
        have hx : 0 ≤ gaussian a x :=
          mul_nonneg (rpow_nonneg (div_pos ha pi_pos).le _) (exp_pos _).le
        linarith [mul_le_mul_of_nonneg_right (hlow x) hx]
```

The last theorem applies this to the Dirac 1s density. The hypothesis `hγ` is $g^2+(Z\alpha)^2=1$; together with `0 < g` it restricts the charge to $Z\alpha<1$. Here `α` may be any positive number, so no numerical value of the fine-structure constant is used. The proof derives `g < 1`, obtains integrability from the non-zero moment with `p = 1`, and supplies the constants $c=e^{-2Z}$ and $R=1$.

The conclusion is the divergence alone; the growth law $a^{1-g}$ is established for the pure power. A nucleus of finite size, for which the density has a different form near the origin, is not treated, nor are many-electron densities, except where they meet the hypotheses of `contact_diverges`.

```lean
/-- For the Dirac 1s density of a point nucleus, with `Z, α, g > 0` and `g² + (Zα)² = 1`,
the smeared contact value tends to infinity with the Gaussian exponent. -/
theorem dirac1s_contact_diverges {g Z α : ℝ} (hZ : 0 < Z) (hα : 0 < α) (hg : 0 < g)
    (hγ : g ^ 2 + (Z * α) ^ 2 = 1) :
    Tendsto (fun a => contact a (dirac1sDensity g Z)) atTop atTop := by
  have hg1 : g < 1 := by nlinarith [pow_pos (mul_pos hZ hα) 2]
  have hb : 0 < 2 * Z := by linarith
  have hint : Integrable (dirac1sDensity g Z) := by
    by_contra hn
    have hm := radial_moment (p := 1) (g := g) one_pos hb (by linarith)
    simp only [rpow_one] at hm
    have hz : ∫ x : Space, ‖x‖ ^ (2 * g - 2) * exp (-(2 * Z) * ‖x‖) = 0 := integral_undef hn
    rw [hz] at hm
    have hG := Real.Gamma_pos_of_pos (show 0 < (2 * g + 1) / 1 by linarith)
    exact absurd hm (ne_of_lt (mul_pos (mul_pos four_pos pi_pos)
      (mul_pos (mul_pos (rpow_pos_of_pos hb _) (by norm_num)) hG)))
  refine contact_diverges hint
    (fun x => mul_nonneg (rpow_nonneg (norm_nonneg x) _) (exp_pos _).le)
    (by linarith) hg1 (exp_pos (-(2 * Z))) one_pos fun x _ hx => ?_
  -- inside the unit ball the exponential factor is at least exp(-2Z)
  exact (mul_comm _ _).trans_le (mul_le_mul_of_nonneg_left
    (exp_le_exp.2 (by nlinarith)) (rpow_nonneg (norm_nonneg x) _))

end

end RelativisticContact
```

```lean
#print axioms RelativisticContact.dirac1s_contact_diverges
```

```
'RelativisticContact.dirac1s_contact_diverges' depends on axioms: [propext, Classical.choice, Quot.sound]
```
